# The dipole potential in a muffin-tin sphere has a finite slope at the nucleus when its radial density is continuous

## A field hidden in a 0/0 form

The electrostatic force on a nucleus requires the field at its position. In an LAPW calculation, the potential around the nucleus is stored as radial functions inside a muffin-tin sphere of radius \(R\). The part linear in position belongs to angular momentum \(l=1\), and its radial formula contains an integral divided by \(r^2\), which has the form 0/0 at the nucleus.

Take one Cartesian component, with dipole charge density \(\rho(r)\,x/r\) and potential \(V(r)\,x/r\), where \(x\) is the Cartesian coordinate measured from the nucleus. Let \(B\) be the value of \(V\) on the sphere; the charge outside enters only through \(B\), which also includes the effect of the charge inside. With

\[
I(r)=\int_0^r s^3\rho(s)\,ds,\qquad J(r)=\int_r^R\rho(s)\,ds,
\]

the Green-function solution of Poisson's equation in Gaussian-type units is

\[
V(r)=\frac{4\pi}{3}\left(\frac{I(r)}{r^2}+rJ(r)-\frac{rI(R)}{R^3}\right)+\frac{rB}{R}.
\]

At \(r=R\), \(J(R)=0\) and the two terms in \(I(R)\) cancel, so \(V(R)=B\).

## The limit as stated in Lean

The theorem `tendsto_potential_div` says that, for \(R>0\) and \(\rho\) continuous on \([0,R]\),

\[
\lim_{r\downarrow0}\frac{V(r)}{r}=E,\qquad
E=\frac{4\pi}{3}\left(J(0)-\frac{I(R)}{R^3}\right)+\frac BR .
\]

Here `innerMoment` is \(I\), `outerMoment` is \(J\), `dipolePotential` is \(V\) and `nuclearField` is \(E\). The density is a function `ℝ → ℝ`, constrained only by `ContinuousOn ρ (Icc 0 R)`, and `𝓝[>] 0` means that \(r\) approaches zero from above. The sign of \(E\) is that of the potential gradient; the electric field is \(-E\).

The formula for \(V\) enters as a definition: Poisson's equation is not derived from it, and \(B\) is given, not computed from the surrounding crystal.

For three components, `tendsto_directional_potential_div` gives the limit \(\sum_i n_iE_i\) along a direction \(n\). Physically \(n\) is a unit vector, though the theorem allows any real vector.

## Only the charge inside \(r\) contributes to the error

For \(0<r\le R\), the terms in \(I(R)\) and \(B\) cancel in the difference. Splitting \(J(0)=\int_0^r\rho\,ds+J(r)\) then gives

\[
\frac{V(r)}r-E=\frac{4\pi}{3}\left(\frac{I(r)}{r^3}-\int_0^r\rho\,ds\right)
=-\frac{4\pi}{3}\int_0^r\left(1-\frac{s^3}{r^3}\right)\rho(s)\,ds.
\]

The weight is nonnegative, and its integral is \(r-r/4=3r/4\). If \(|\rho|\le M\) on \([0,R]\), then

\[
\left|\frac{V(r)}r-E\right|\le\frac{4\pi}{3}\cdot\frac{3r}{4}M=\pi Mr.
\]

A continuous function on \([0,R]\) has such a bound \(M\), so the error tends to zero. For constant \(\rho=c\) the difference is exactly \(-\pi cr\), which attains the bound with \(M=|c|\). This is a mathematical test case: for \(c\ne0\) the dipole density would depend on direction at the nucleus itself. A three-dimensional density that is continuous there has \(\rho(0)=0\), and applying the same estimate with the maximum of \(|\rho|\) on \([0,r]\) shows that the error then vanishes faster than \(r\).

## A density that diverges at the nucleus

Continuity on \((0,R]\) alone is not enough. As a mathematical counter-example, not a model of an atomic density, take \(\rho(s)=1/s\) for \(s>0\), with any value at zero. Then \(I(r)=r^3/3\) and \(J(r)=\ln(R/r)\), so

\[
\frac{V(r)}r=\frac{4\pi}{3}\ln\frac Rr+\frac BR,
\]

which grows without bound as \(r\downarrow0\).

## The slope in an LAPW force calculation

A code can evaluate \(E_i\) from the two radial integrals and the boundary value, or approximate it by \(V_i(r_1)/r_1\) at the first mesh point \(r_1>0\); for exact integrals and a continuous density component, the second choice has error at most \(\pi Mr_1\). Radial coefficients of normalised real spherical harmonics must first be multiplied by \(\sqrt{3/(4\pi)}\) to give the Cartesian factors used here. With \(\rho\) a charge density, a nucleus of charge \(Z\) feels the electrostatic force \(-ZE_i\). The total LAPW force also needs corrections for the incomplete, position-dependent basis.

## The complete Lean file

```lean
import Mathlib

open Real Set Filter Topology MeasureTheory

namespace MuffinTinNuclearField

noncomputable section

/-- The inner dipole moment `I(r)`: the integral of `s³ ρ(s)` from the nucleus to radius `r`. -/
def innerMoment (ρ : ℝ → ℝ) (r : ℝ) : ℝ := ∫ s in (0 : ℝ)..r, s ^ 3 * ρ s

/-- The outer dipole integral `J(r)`: the integral of `ρ` from radius `r` to the sphere
radius `R`. -/
def outerMoment (ρ : ℝ → ℝ) (R r : ℝ) : ℝ := ∫ s in r..R, ρ s

/-- The radial dipole potential in a sphere of radius `R` with density component `ρ` and
boundary value `B`, for `0 < r ≤ R`. -/
def dipolePotential (ρ : ℝ → ℝ) (R B r : ℝ) : ℝ :=
  4 * π / 3 * (innerMoment ρ r / r ^ 2 + r * outerMoment ρ R r
    - r * innerMoment ρ R / R ^ 3) + r * B / R

/-- The field component at the nucleus, with the sign of the potential gradient,
for `R > 0`. -/
def nuclearField (ρ : ℝ → ℝ) (R B : ℝ) : ℝ :=
  4 * π / 3 * (outerMoment ρ R 0 - innerMoment ρ R / R ^ 3) + B / R

/-- On the sphere boundary the dipole potential takes the prescribed value `B`. -/
theorem dipolePotential_boundary (ρ : ℝ → ℝ) {R : ℝ} (B : ℝ) (hR : 0 < R) :
    dipolePotential ρ R B R = B := by
  have hR' : R ≠ 0 := hR.ne'
  have h1 : outerMoment ρ R R = 0 := intervalIntegral.integral_same
  have h2 : R * innerMoment ρ R / R ^ 3 = innerMoment ρ R / R ^ 2 := by field_simp
  have h3 : R * B / R = B := by field_simp
  unfold dipolePotential
  rw [h1, h2, h3]
  ring

/-- For a density component continuous on `[0, R]` and `0 < r ≤ R`, the difference between `V(r)/r`
and the nuclear field is a weighted integral of the density inside radius `r` only. -/
theorem potential_div_sub_field {ρ : ℝ → ℝ} {R r : ℝ} (B : ℝ)
    (hρ : ContinuousOn ρ (Icc 0 R)) (hr : 0 < r) (hrR : r ≤ R) :
    dipolePotential ρ R B r / r - nuclearField ρ R B
      = -(4 * π / 3) * ∫ s in (0 : ℝ)..r, (1 - s ^ 3 / r ^ 3) * ρ s := by
  have hr' : r ≠ 0 := hr.ne'
  have hR' : R ≠ 0 := (hr.trans_le hrR).ne'
  have hc : ContinuousOn ρ (Icc 0 r) := hρ.mono (Icc_subset_Icc_right hrR)
  have h1 : IntervalIntegrable ρ volume 0 r := hc.intervalIntegrable_of_Icc hr.le
  have h2 : IntervalIntegrable ρ volume r R :=
    (hρ.mono (Icc_subset_Icc_left hr.le)).intervalIntegrable_of_Icc hrR
  have h3 : IntervalIntegrable (fun s => s ^ 3 * ρ s) volume 0 r :=
    ContinuousOn.intervalIntegrable_of_Icc hr.le ((continuous_pow 3).continuousOn.mul hc)
  -- split the outer integral at radius r
  have hJ : outerMoment ρ R 0 = (∫ s in (0 : ℝ)..r, ρ s) + outerMoment ρ R r :=
    (intervalIntegral.integral_add_adjacent_intervals h1 h2).symm
  have hK : (∫ s in (0 : ℝ)..r, (1 - s ^ 3 / r ^ 3) * ρ s)
      = (∫ s in (0 : ℝ)..r, ρ s) - innerMoment ρ r / r ^ 3 := by
    have hf : (fun s => (1 - s ^ 3 / r ^ 3) * ρ s)
        = fun s => ρ s - (r ^ 3)⁻¹ * (s ^ 3 * ρ s) := by
      funext s
      ring
    rw [hf, intervalIntegral.integral_sub h1 (h3.const_mul _),
      intervalIntegral.integral_const_mul]
    unfold innerMoment
    ring
  rw [hK]
  unfold dipolePotential nuclearField
  rw [hJ]
  field_simp
  ring

/-- The weight `1 - s³/r³` integrates to `3r/4` over `[0, r]`. -/
theorem integral_weight {r : ℝ} (hr : 0 < r) :
    (∫ s in (0 : ℝ)..r, (1 - s ^ 3 / r ^ 3)) = 3 * r / 4 := by
  have hr' : r ≠ 0 := hr.ne'
  rw [intervalIntegral.integral_sub (Continuous.intervalIntegrable (by fun_prop) _ _)
    (Continuous.intervalIntegrable (by fun_prop) _ _), intervalIntegral.integral_div,
    integral_pow, intervalIntegral.integral_const, smul_eq_mul]
  norm_num
  field_simp
  ring

/-- If the density component is continuous and bounded by `M` on `[0, R]`, then for `0 < r ≤ R` the
quotient `V(r)/r` differs from the nuclear field by at most `π M r`. -/
theorem abs_potential_div_sub_field_le {ρ : ℝ → ℝ} {R r M : ℝ} (B : ℝ)
    (hρ : ContinuousOn ρ (Icc 0 R)) (hM : ∀ s ∈ Icc 0 R, |ρ s| ≤ M)
    (hr : 0 < r) (hrR : r ≤ R) :
    |dipolePotential ρ R B r / r - nuclearField ρ R B| ≤ π * M * r := by
  have key : ‖∫ s in (0 : ℝ)..r, (1 - s ^ 3 / r ^ 3) * ρ s‖
      ≤ ∫ s in (0 : ℝ)..r, (1 - s ^ 3 / r ^ 3) * M := by
    refine intervalIntegral.norm_integral_le_of_norm_le hr.le
      (Eventually.of_forall fun s hs => ?_)
      (Continuous.intervalIntegrable (by fun_prop) _ _)
    -- the weight is nonnegative inside radius r
    have hw : 0 ≤ 1 - s ^ 3 / r ^ 3 :=
      sub_nonneg.mpr ((div_le_one (pow_pos hr 3)).mpr (pow_le_pow_left₀ hs.1.le hs.2 3))
    rw [Real.norm_eq_abs, abs_mul, abs_of_nonneg hw]
    exact mul_le_mul_of_nonneg_left (hM s ⟨hs.1.le, hs.2.trans hrR⟩) hw
  rw [intervalIntegral.integral_mul_const, integral_weight hr, Real.norm_eq_abs] at key
  have hp : 0 ≤ 4 * π / 3 := by positivity
  rw [potential_div_sub_field B hρ hr hrR, abs_mul, abs_neg, abs_of_nonneg hp]
  calc 4 * π / 3 * |∫ s in (0 : ℝ)..r, (1 - s ^ 3 / r ^ 3) * ρ s|
      ≤ 4 * π / 3 * (3 * r / 4 * M) := mul_le_mul_of_nonneg_left key hp
    _ = π * M * r := by ring

/-- For a density component continuous on `[0, R]` with `R > 0`, as `r` decreases to zero, the
dipole potential divided by `r` tends to the nuclear field `(4π/3)(J(0) - I(R)/R³) + B/R`. -/
theorem tendsto_potential_div {ρ : ℝ → ℝ} {R : ℝ} (B : ℝ) (hR : 0 < R)
    (hρ : ContinuousOn ρ (Icc 0 R)) :
    Tendsto (fun r => dipolePotential ρ R B r / r) (𝓝[>] 0)
      (𝓝 (4 * π / 3 * ((∫ s in (0 : ℝ)..R, ρ s)
        - (∫ s in (0 : ℝ)..R, s ^ 3 * ρ s) / R ^ 3) + B / R)) := by
  change Tendsto _ _ (𝓝 (nuclearField ρ R B))
  obtain ⟨M, hM⟩ := isCompact_Icc.exists_bound_of_continuousOn hρ
  have hlim : Tendsto (fun r : ℝ => π * M * r) (𝓝[>] 0) (𝓝 0) :=
    (Continuous.tendsto' (by fun_prop) 0 0 (by simp)).mono_left nhdsWithin_le_nhds
  rw [tendsto_iff_norm_sub_tendsto_zero]
  -- squeeze the error between zero and the linear bound
  refine squeeze_zero' (Eventually.of_forall fun r => norm_nonneg _) ?_ hlim
  filter_upwards [Ioc_mem_nhdsGT hR] with r hr
  exact abs_potential_div_sub_field_le B hρ hM hr.1 hr.2

/-- For a constant density component `c`, the difference between `V(r)/r` and the nuclear
field is exactly `-π c r`. -/
theorem uniform_density_error {R r : ℝ} (B c : ℝ) (hr : 0 < r) (hrR : r ≤ R) :
    dipolePotential (fun _ => c) R B r / r - nuclearField (fun _ => c) R B
      = -(π * c * r) := by
  rw [potential_div_sub_field B continuousOn_const hr hrR,
    intervalIntegral.integral_mul_const, integral_weight hr]
  ring

/-- For three Cartesian dipole components with densities continuous on `[0, R]`, `R > 0`, as `r`
decreases to zero, the potential along a direction `n`, divided by `r`, tends to the scalar product
of `n` with the vector of nuclear field components. -/
theorem tendsto_directional_potential_div {ρ : Fin 3 → ℝ → ℝ} {R : ℝ} (B n : Fin 3 → ℝ)
    (hR : 0 < R) (hρ : ∀ i, ContinuousOn (ρ i) (Icc 0 R)) :
    Tendsto (fun r => (∑ i, n i * dipolePotential (ρ i) R (B i) r) / r) (𝓝[>] 0)
      (𝓝 (∑ i, n i * nuclearField (ρ i) R (B i))) := by
  simp only [Finset.sum_div, mul_div_assoc]
  exact tendsto_finsetSum _ fun i _ =>
    (tendsto_potential_div (B i) hR (hρ i)).const_mul (n i)

end

end MuffinTinNuclearField
```

```lean
#print axioms MuffinTinNuclearField.dipolePotential_boundary
#print axioms MuffinTinNuclearField.uniform_density_error
#print axioms MuffinTinNuclearField.tendsto_directional_potential_div
```

```
'MuffinTinNuclearField.dipolePotential_boundary' depends on axioms: [propext, Classical.choice, Quot.sound]
'MuffinTinNuclearField.uniform_density_error' depends on axioms: [propext, Classical.choice, Quot.sound]
'MuffinTinNuclearField.tendsto_directional_potential_div' depends on axioms: [propext, Classical.choice, Quot.sound]
```

## How the Lean proof follows the integrals

`dipolePotential_boundary` checks \(V(R)=B\). The central lemma is `potential_div_sub_field`, the exact error formula. Continuity supplies integrability on each interval; `hJ` splits the outer integral at \(r\), `hK` expands the weighted integral, and `field_simp` with `ring` completes the cancellation.

`integral_weight` computes \(3r/4\). In `abs_potential_div_sub_field_le`, `hw` proves that the weight is nonnegative, and `key` compares the integral with that of the weight times \(M\).

For the limit, compactness of \([0,R]\) provides \(M\), and `squeeze_zero'` traps the error between zero and \(\pi Mr\). The bound is needed only for \(0<r\le R\), which `Ioc_mem_nhdsGT` shows to be sufficient near zero from above.

`uniform_density_error` inserts a constant density into the exact formula. The directional theorem multiplies each component's limit by \(n_i\) and adds the three.
